# At fixed weights, the comb gives each configuration a copy-number variance no larger than multinomial resampling does

**Q.** You hold the weights fixed and average only over the comb's offset. In a real run the weights fluctuate too. Is this still the variance I care about?

**A.** It is the noise that one resampling step adds to a given population. Take configurations i = 0, 1, …, M − 1 with weights w_i ≥ 0 that sum to one, so in a simulation w_i is a walker's weight divided by the total. We want N walkers afterwards. Define the scaled cumulative weight

C_i = N Σ_(j < i) w_j, with C_0 = 0.

```lean
import Mathlib

open MeasureTheory

namespace CombResamplingVariance

noncomputable section

/-- The cumulative weight of the first `i` configurations, scaled by the number `N` of walkers. -/
def cumulativeWeight (N : ℕ) (w : ℕ → ℝ) (i : ℕ) : ℝ :=
  N * ∑ j ∈ Finset.range i, w j
```

The weights are a sequence `w : ℕ → ℝ`, of which only the first M entries matter physically. Since counting starts at 0, configuration i occupies the interval from C_i to C_(i+1), whose length is N w_i.

**Q.** And the comb itself?

**A.** One random number u, uniform on the unit interval, shifts a comb of unit spacing. Configuration i is copied once for each tooth in its interval:

n_i(u) = ⌊C_(i+1) + u⌋ − ⌊C_i + u⌋.

```lean
/-- The number of copies of configuration `i` made by a comb with offset `u`. -/
def combCopies (N : ℕ) (w : ℕ → ℝ) (i : ℕ) (u : ℝ) : ℤ :=
  ⌊cumulativeWeight N w (i + 1) + u⌋ - ⌊cumulativeWeight N w i + u⌋
```

Summed over all i, the floors telescope to ⌊N + u⌋ − ⌊u⌋ = N, so the population size is exact. That is a remark by hand; the theorems below concern one count at a time.

**Q.** I see no probability space. Where does "variance" come from?

**A.** From an integral over u. Writing ⟨·⟩ for the average over the offset, the definition is ⟨(n − ⟨n⟩)²⟩, with the mean computed inside it, not supplied by us.

```lean
/-- The variance of an integer count that depends on an offset uniform on the unit interval. -/
def offsetVariance (X : ℝ → ℤ) : ℝ :=
  ∫ u in (0 : ℝ)..1, ((X u : ℝ) - ∫ v in (0 : ℝ)..1, (X v : ℝ)) ^ 2
```

**Q.** The comparison could still be rigged. Did you simply declare the multinomial variance to be N p(1 − p)?

**A.** No. In multinomial resampling, N independent draws each select the configuration with probability p = w_i, so its count m is binomial. The definition sums the squared deviation from N p over that distribution.

```lean
/-- The variance of the number of successes in `N` independent draws of probability `p`,
written as a sum over the binomial distribution. -/
def binomialVariance (N : ℕ) (p : ℝ) : ℝ :=
  ∑ k ∈ Finset.range (N + 1),
    (N.choose k : ℝ) * p ^ k * (1 - p) ^ (N - k) * ((k : ℝ) - N * p) ^ 2
```

To evaluate it by hand, start from (p + q)^N = Σ_m binom(N, m) p^m q^(N−m), with p and q independent. Differentiate once in p and multiply by p, or twice and multiply by p², then set q = 1 − p:

mean of m = N p,

mean of m(m − 1) = N(N − 1)p².

The variance is therefore

N(N − 1)p² + N p − N²p² = N p(1 − p).

```lean
/-- In multinomial resampling the copy number of a configuration of weight `p`
has variance `N p (1 - p)`. -/
theorem binomialVariance_eq (N : ℕ) (p : ℝ) :
    binomialVariance N p = N * p * (1 - p) := by
  -- evaluate the variance identity of the Bernstein polynomials at `p`
  have h := congrArg (Polynomial.eval p) (bernsteinPolynomial.variance ℝ N)
  simp only [bernsteinPolynomial, Polynomial.eval_finsetSum, Polynomial.eval_mul,
    Polynomial.eval_pow, Polynomial.eval_sub, Polynomial.eval_natCast, nsmul_eq_mul,
    Polynomial.eval_X, Polynomial.eval_one] at h
  rw [← h, binomialVariance]
  refine Finset.sum_congr rfl fun k _ => ?_
  ring
```

Lean takes a shorter route. Mathlib has this identity for Bernstein polynomials, which are the binomial probabilities read as polynomials in p. The proof evaluates it at `p` and matches the sums term by term.

**Q.** Now the comb. Why should the mean be N w_i wherever the interval happens to start?

**A.** Call the starting point a and the length x, and write fract(y) = y − ⌊y⌋. Then

n(u) = ⌊a + x + u⌋ − ⌊a + u⌋ = x + fract(a + u) − fract(a + x + u).

For any shift b, the average of fract(b + u) is the integral of fract(y) from b to b + 1. This is a full period, so the result does not depend on b. The two fractional parts cancel on average, and ⟨n⟩ = x. With a = C_i and x = N w_i, the mean copy number is N w_i.

Splitting the integral requires integrable pieces. The floor is monotone, which settles that:

```lean
/-- The floor of a shifted point is integrable over the offset. -/
theorem floor_integrable (b : ℝ) :
    IntervalIntegrable (fun u : ℝ => (⌊b + u⌋ : ℝ)) volume 0 1 := by
  have hm : Monotone (fun u : ℝ => (⌊b + u⌋ : ℝ)) := by
    intro u v h
    have h' : ⌊b + u⌋ ≤ ⌊b + v⌋ := Int.floor_mono (by linarith)
    exact Int.cast_le.2 h'
  exact hm.intervalIntegrable

/-- The number of comb teeth in an interval of signed length `x` averages to `x`
over the offset. -/
theorem floor_difference_mean (a x : ℝ) :
    ∫ u in (0 : ℝ)..1, ((⌊a + x + u⌋ - ⌊a + u⌋ : ℤ) : ℝ) = x := by
  -- the average of the fractional part does not depend on the shift
  have hper : ∀ b : ℝ, ∫ u in (0 : ℝ)..1, Int.fract (b + u)
      = ∫ u in (0 : ℝ)..1, Int.fract u := by
    intro b
    have h := Function.Periodic.intervalIntegral_add_eq (f := (Int.fract : ℝ → ℝ))
      (T := 1) (fun y => Int.fract_add_one y) b 0
    rw [intervalIntegral.integral_comp_add_left (Int.fract : ℝ → ℝ) b]
    simpa only [add_zero, zero_add] using h
  have hfr : ∀ b : ℝ, IntervalIntegrable (fun u : ℝ => Int.fract (b + u)) volume 0 1 := by
    intro b
    have hc : IntervalIntegrable (fun u : ℝ => b + u) volume 0 1 :=
      Continuous.intervalIntegrable (by fun_prop) 0 1
    exact hc.sub (floor_integrable b)
  have hd : IntervalIntegrable
      (fun u : ℝ => Int.fract (a + u) - Int.fract (a + x + u)) volume 0 1 :=
    (hfr a).sub (hfr (a + x))
  have hc : IntervalIntegrable (fun _ : ℝ => x) volume 0 1 :=
    continuous_const.intervalIntegrable 0 1
  calc ∫ u in (0 : ℝ)..1, ((⌊a + x + u⌋ - ⌊a + u⌋ : ℤ) : ℝ)
      = ∫ u in (0 : ℝ)..1, (x + (Int.fract (a + u) - Int.fract (a + x + u))) := by
        refine intervalIntegral.integral_congr fun u _ => ?_
        simp only [Int.fract]
        push_cast
        ring
    _ = x := by
        rw [intervalIntegral.integral_add hc hd,
          intervalIntegral.integral_sub (hfr a) (hfr (a + x)), hper a, hper (a + x)]
        simp
```

In the proof, `hper` is the periodicity argument. The final `calc` first rewrites the floors as fractional parts and then integrates term by term.

**Q.** The variance involves n², and the two floors are correlated through u. Don't you need their joint distribution?

**A.** No, because n takes at most two values. Let k = ⌊x⌋ and f = fract(x). For any real numbers x and y,

⌊x⌋ + ⌊y⌋ ≤ ⌊x + y⌋ ≤ ⌊x⌋ + ⌊y⌋ + 1.

With y = a + u this says that n is k or k + 1, hence

(n − k)(n − k − 1) = 0, or n² = (2k + 1)n − k(k + 1).

The squared deviation is then linear in n:

(n − x)² = (2k + 1 − 2x)n + x² − k(k + 1).

Inserting ⟨n⟩ = x gives

⟨(n − x)²⟩ = (2k + 1)x − x² − k(k + 1) = (x − k)(k + 1 − x) = f(1 − f).

```lean
/-- The number of comb teeth in an interval of signed length `x` has variance `f (1 - f)`,
where `f` is the fractional part of `x`. -/
theorem floor_difference_variance (a x : ℝ) :
    offsetVariance (fun u => ⌊a + x + u⌋ - ⌊a + u⌋) = Int.fract x * (1 - Int.fract x) := by
  -- the count is one of two neighbouring integers
  have htwo : ∀ u : ℝ, (((⌊a + x + u⌋ - ⌊a + u⌋ : ℤ) : ℝ) - ⌊x⌋)
      * (((⌊a + x + u⌋ - ⌊a + u⌋ : ℤ) : ℝ) - ⌊x⌋ - 1) = 0 := by
    intro u
    have h1 := Int.le_floor_add x (a + u)
    have h2 := Int.le_floor_add_floor x (a + u)
    rw [show x + (a + u) = a + x + u by ring] at h1 h2
    have hcase : ⌊a + x + u⌋ - ⌊a + u⌋ = ⌊x⌋ ∨ ⌊a + x + u⌋ - ⌊a + u⌋ = ⌊x⌋ + 1 := by
      omega
    rcases hcase with h | h <;> rw [h] <;> push_cast <;> ring
  have hn : IntervalIntegrable (fun u : ℝ => (2 * (⌊x⌋ : ℝ) + 1 - 2 * x)
      * ((⌊a + x + u⌋ - ⌊a + u⌋ : ℤ) : ℝ)) volume 0 1 := by
    have h := ((floor_integrable (a + x)).sub (floor_integrable a)).const_mul
      (2 * (⌊x⌋ : ℝ) + 1 - 2 * x)
    simpa only [Int.cast_sub] using h
  have hc : IntervalIntegrable (fun _ : ℝ => x ^ 2 - (⌊x⌋ : ℝ) * (⌊x⌋ + 1)) volume 0 1 :=
    continuous_const.intervalIntegrable 0 1
  unfold offsetVariance
  rw [floor_difference_mean a x]
  -- hence the squared deviation is linear in the count
  calc ∫ u in (0 : ℝ)..1, (((⌊a + x + u⌋ - ⌊a + u⌋ : ℤ) : ℝ) - x) ^ 2
      = ∫ u in (0 : ℝ)..1, ((2 * (⌊x⌋ : ℝ) + 1 - 2 * x)
          * ((⌊a + x + u⌋ - ⌊a + u⌋ : ℤ) : ℝ) + (x ^ 2 - (⌊x⌋ : ℝ) * (⌊x⌋ + 1))) := by
        refine intervalIntegral.integral_congr fun u _ => ?_
        linear_combination htwo u
    _ = Int.fract x * (1 - Int.fract x) := by
        rw [intervalIntegral.integral_add hn hc, intervalIntegral.integral_const_mul,
          floor_difference_mean a x, intervalIntegral.integral_const]
        simp only [Int.fract, smul_eq_mul]
        ring
```

Here `htwo` is the vanishing product. `omega` extracts the two cases from the floor inequalities, and `linear_combination htwo u` replaces the square by the linear expression.

For the comb we only need C_(i+1) = C_i + N w_i:

```lean
/-- The comb copy number of configuration `i` has variance `f (1 - f)`, where `f` is the
fractional part of `N w i`. -/
theorem comb_variance (N : ℕ) (w : ℕ → ℝ) (i : ℕ) :
    offsetVariance (combCopies N w i)
      = Int.fract (N * w i) * (1 - Int.fract (N * w i)) := by
  have h : combCopies N w i = fun u =>
      ⌊cumulativeWeight N w i + N * w i + u⌋ - ⌊cumulativeWeight N w i + u⌋ := by
    funext u
    simp only [combCopies, cumulativeWeight, Finset.sum_range_succ, mul_add]
  rw [h, floor_difference_variance]
```

**Q.** That theorem has no hypotheses on the weights at all. Should I worry?

**A.** It is an identity about floors, true for any real sequence. Positivity and normalisation give the numbers their meaning as weights, and they matter once we compare with a binomial distribution.

**Q.** Then compare. f(1 − f) oscillates with N w_i, while N p(1 − p) is a parabola in p. Why do they never cross?

**A.** Let p = w_i, and now write N p = k + f with k = ⌊N p⌋. Multiply the difference of the variances by N:

N[N p(1 − p) − f(1 − f)]
= (k + f)(N − k − f) − N f(1 − f)
= N k − k² − 2k f − f² + N f²
= (N − k − 1)(k + f²) + k(1 − f)².

For 0 < p < 1 and N ≥ 2 we have 0 ≤ k ≤ N − 1, so neither term is negative. If k ≥ 1, the second is positive because f < 1. If k = 0, then f = N p > 0 and the first is (N − 1)f² > 0. The inequality is strict.

```lean
/-- With at least two walkers, a configuration of weight strictly between zero and one has
a strictly smaller copy-number variance under the comb than in multinomial resampling. -/
theorem comb_variance_lt_multinomial {N : ℕ} (w : ℕ → ℝ) (i : ℕ) (hN : 2 ≤ N)
    (h0 : 0 < w i) (h1 : w i < 1) :
    offsetVariance (combCopies N w i) < binomialVariance N (w i) := by
  rw [comb_variance, binomialVariance_eq]
  have hN2 : (2 : ℝ) ≤ N := by exact_mod_cast hN
  have hN0 : (0 : ℝ) < N := by linarith
  have hx : 0 < (N : ℝ) * w i := mul_pos hN0 h0
  have hs := Int.floor_add_fract ((N : ℝ) * w i)
  have hf1 := Int.fract_lt_one ((N : ℝ) * w i)
  have hk0 : (0 : ℝ) ≤ (⌊(N : ℝ) * w i⌋ : ℝ) := Int.cast_nonneg (Int.floor_nonneg.2 hx.le)
  have hk : (⌊(N : ℝ) * w i⌋ : ℝ) + 1 ≤ N := by
    have h : ⌊(N : ℝ) * w i⌋ < (N : ℤ) := Int.floor_lt.2 (by push_cast; nlinarith)
    exact_mod_cast Int.add_one_le_iff.2 h
  generalize (⌊(N : ℝ) * w i⌋ : ℝ) = k at *
  generalize Int.fract ((N : ℝ) * w i) = f at *
  -- `N` times the excess variance is a sum of nonnegative terms
  have hid : (N : ℝ) * (N * w i * (1 - w i) - f * (1 - f))
      = (N - k - 1) * (k + f ^ 2) + k * (1 - f) ^ 2 := by
    linear_combination (N * w i + k + f - N) * hs
  have hpos : 0 < ((N : ℝ) - k - 1) * (k + f ^ 2) + k * (1 - f) ^ 2 := by
    rcases hk0.eq_or_lt with hk' | hk'
    · have hf : 0 < f := by linarith
      have h : 0 < ((N : ℝ) - 1) * f ^ 2 := mul_pos (by linarith) (pow_pos hf 2)
      rw [← hk']
      linarith
    · have h2 : 0 ≤ ((N : ℝ) - k - 1) * (k + f ^ 2) :=
        mul_nonneg (by linarith) (add_nonneg hk0 (sq_nonneg f))
      have h3 : 0 < k * (1 - f) ^ 2 := mul_pos hk' (pow_pos (by linarith) 2)
      linarith
  rw [← hid] at hpos
  have h := pos_of_mul_pos_right hpos hN0.le
  linarith
```

The identity is `hid`, and `hpos` contains the two cases for k. The closing lines remove the positive factor N.

**Q.** What happens with a single walker?

**A.** With N = 1 the comb has one tooth to place, and it selects configuration i with probability w_i, just as a single independent draw does. For 0 < w_i < 1 both variances are w_i(1 − w_i), so there is no gain. Equality also holds at w_i = 0 and w_i = 1, where neither count fluctuates. The general bound collects these cases:

```lean
/-- For nonnegative weights summing to one, the comb copy number of each configuration
has a variance no larger than in multinomial resampling. -/
theorem comb_variance_le_multinomial (N M : ℕ) (w : ℕ → ℝ) (hw : ∀ j < M, 0 ≤ w j)
    (hsum : ∑ j ∈ Finset.range M, w j = 1) {i : ℕ} (hi : i < M) :
    offsetVariance (combCopies N w i) ≤ binomialVariance N (w i) := by
  have h1 : w i ≤ 1 := by
    rw [← hsum]
    exact Finset.single_le_sum (f := w) (fun j hj => hw j (Finset.mem_range.1 hj))
      (Finset.mem_range.2 hi)
  -- weights zero and one, and fewer than two walkers, give equality
  rcases (hw i hi).eq_or_lt with h0 | h0
  · rw [comb_variance, binomialVariance_eq, ← h0]
    simp
  rcases h1.eq_or_lt with h1 | h1
  · rw [comb_variance, binomialVariance_eq, h1]
    simp
  rcases Nat.lt_or_ge N 2 with hN | hN
  · rw [comb_variance, binomialVariance_eq]
    have hN' : N = 0 ∨ N = 1 := by omega
    rcases hN' with rfl | rfl
    · simp
    · rw [Nat.cast_one, one_mul, Int.fract_eq_self.2 ⟨h0.le, h1⟩]
  · exact (comb_variance_lt_multinomial w i hN h0 h1).le

end

end CombResamplingVariance
```

Its hypotheses `hw` and `hsum` are the physical ones: nonnegative weights for the `M` configurations, with sum one. They are used to place `w i` between 0 and 1. The proof then treats the two end values and N < 2 separately, and leaves everything else to the strict inequality.

```lean
#print axioms CombResamplingVariance.comb_variance_le_multinomial
```

```
'CombResamplingVariance.comb_variance_le_multinomial' depends on axioms: [propext, Classical.choice, Quot.sound]
```

**Q.** So I can tell my group that the comb always reduces resampling noise?

**A.** Not for every quantity. Take four configurations of weight 1/4 and N = 2. The cumulative weights are 0, 1/2, 1, 3/2, 2, and each interval has length 1/2, so f = 1/2. A single count has variance

comb: 1/2 · 1/2 = 1/4,

multinomial: 2 · 1/4 · 3/4 = 3/8.

That is the theorem at work. Now look at configurations 0 and 2 together. For u < 1/2 the copies are (0, 1, 0, 1), and for u ≥ 1/2 they are (1, 0, 1, 0). The combined count n_0 + n_2 is therefore 0 or 2 with equal probability. Its mean is 1 and its variance is 1. Under independent draws, the combined count is binomial with probability 1/2, and its variance is 2 · 1/2 · 1/2 = 1/2. The comb has doubled it.

**Q.** Because one offset moves all the teeth at once.

**A.** Yes. Here n_0 and n_2 are always equal, so their fluctuations add up, whereas under independent draws the two counts are negatively correlated. An observable that happens to be large on configurations 0 and 2 feels the difference. The order in which walkers are listed therefore matters for such sums, although it does not affect the variance of any single count.

**Q.** What may I take from this for auxiliary-field Monte Carlo?

**A.** When walkers with nonnegative weights are resampled to a fixed population, the comb keeps each walker's copy number within one of its expected value N w_i, with a variance never above the multinomial one for that walker and those weights. The bound leaves open the error bar of an energy, which also depends on correlations between copies and on how the weights evolve between steps.
